# The Hall-Post lower bound for N equal-mass particles with pair interactions

A variational calculation bounds a ground-state energy from above. To bracket the energy of N particles of equal mass m with pair interactions V_ij, one can solve the two-body problem of each pair with a rescaled kinetic term and multiply the lowest energy found among them by the number of pairs. This gives a lower bound.

## From pair energies to the N-body energy

Let p_iα be the momentum of particle i along Cartesian direction α = 1..d. The Hamiltonians are

H = Σ_i p_i²/(2m) + Σ_{i<j} V_ij

h_ij = (p_i − p_j)²/(2Nm) + V_ij

In terms of the relative momentum (p_i − p_j)/2, the kinetic term of h_ij has reduced mass Nm/4, which is the true value m/2 only for N = 2. Suppose that ⟨h_ij⟩ ≥ e in every normalised state, for all i < j; here e is an energy, not a charge. The claim is ⟨H⟩ ≥ N(N − 1)e/2.

Take N ≥ 1 and any vectors u_1, …, u_N. Each pair occurs twice in the double sum and the diagonal vanishes, so

Σ_{i<j} ‖u_i − u_j‖² = ½ Σ_{i,j} (‖u_i‖² − 2 Re⟨u_i, u_j⟩ + ‖u_j‖²) = N Σ_i ‖u_i‖² − ‖Σ_i u_i‖²

Set u_i = p_iα ψ. Since the momenta are symmetric, ⟨ψ, p_iα² ψ⟩ = ‖p_iα ψ‖², and likewise for p_iα − p_jα. Summing over α and dividing by 2Nm gives

Σ_i ⟨p_i²⟩/(2m) = Σ_{i<j} ⟨(p_i − p_j)²⟩/(2Nm) + Σ_α ‖Σ_i p_iα ψ‖²/(2Nm)

Add the interactions and subtract e‖ψ‖² for each of the N(N − 1)/2 pairs:

⟨H⟩ − N(N − 1)e‖ψ‖²/2 = Σ_{i<j} (⟨h_ij⟩ − e‖ψ‖²) + Σ_α ‖Σ_i p_iα ψ‖²/(2Nm)

For m > 0 every term on the right is nonnegative, which proves the bound. Equality requires every term to vanish.

## Operators and their quadratic forms

In Lean the letter `E` denotes the state space, a complex inner-product space that need not be complete.

```lean
import Mathlib

open Finset Matrix

namespace HallPost

noncomputable section

variable {E : Type*} [NormedAddCommGroup E] [InnerProductSpace ℂ E] {N d : ℕ}
```

Operators are linear maps from `E` to itself, so `E` plays the part of a common invariant domain. The bound carries over to the spectrum of a self-adjoint Hamiltonian with unbounded momenta if this domain is a core for its quadratic form.

```lean
/-- The quadratic form of an operator: the real part of `⟨ψ, A ψ⟩`. -/
def expect (A : E →ₗ[ℂ] E) (ψ : E) : ℝ := (inner ℂ ψ (A ψ)).re
```

For a symmetric operator and a normalised state this is the usual expectation value. Taking the real part means that V_ij need not be symmetric.

```lean
/-- The operator `A` is at least the number `e` as a quadratic form. -/
def BoundedBelowBy (A : E →ₗ[ℂ] E) (e : ℝ) : Prop := ∀ ψ, e * ‖ψ‖ ^ 2 ≤ expect A ψ
```

The factor ‖ψ‖² allows for unnormalised vectors.

```lean
/-- The pairs of particles `i < j`. -/
def pairs (N : ℕ) : Finset (Fin N × Fin N) := univ.filter fun q => q.1 < q.2
```

Particles are numbered from 0 in `Fin N`, and each pair is counted once.

```lean
/-- The square of a vector operator, summed over its Cartesian components. -/
def vecSq (P : Fin d → E →ₗ[ℂ] E) : E →ₗ[ℂ] E := ∑ α, P α ^ 2

/-- The Hamiltonian `∑ p_i² / (2m) + ∑_{i<j} V_ij`, for `m ≠ 0`. -/
def hamiltonian (m : ℝ) (p : Fin N → Fin d → E →ₗ[ℂ] E)
    (V : Fin N → Fin N → E →ₗ[ℂ] E) : E →ₗ[ℂ] E :=
  ∑ i, ((1 / (2 * m) : ℝ) : ℂ) • vecSq (p i) + ∑ q ∈ pairs N, V q.1 q.2

/-- The two-body Hamiltonian `(p_i - p_j)² / (2Nm) + V_ij`, for `m ≠ 0`. -/
def pairHamiltonian (m : ℝ) (p : Fin N → Fin d → E →ₗ[ℂ] E)
    (V : Fin N → Fin N → E →ₗ[ℂ] E) (i j : Fin N) : E →ₗ[ℂ] E :=
  ((1 / (2 * N * m) : ℝ) : ℂ) • vecSq (p i - p j) + V i j
```

The last two definitions are H and h_ij. No commutation relations are imposed on the momenta.

## The identity for pair differences

The first lemma splits a double sum into i < j, j < i and i = j; symmetry makes the first two parts equal.

```lean
/-- For a symmetric pair quantity, twice the sum over pairs plus the diagonal is the
full double sum. -/
theorem two_mul_sum_pairs (f : Fin N → Fin N → ℝ) (hs : ∀ i j, f i j = f j i) :
    2 * ∑ q ∈ pairs N, f q.1 q.2 + ∑ i, f i i = ∑ i, ∑ j, f i j := by
  have h1 : ∑ q ∈ pairs N, f q.1 q.2 = ∑ i, ∑ j, if i < j then f i j else 0 := by
    rw [pairs, Finset.sum_filter, Fintype.sum_prod_type]
  have h2 : ∑ q ∈ pairs N, f q.1 q.2 = ∑ i, ∑ j, if j < i then f i j else 0 := by
    rw [h1, Finset.sum_comm]
    refine sum_congr rfl fun i _ => sum_congr rfl fun j _ => ?_
    rw [hs j i]
  have h3 : ∑ i, f i i = ∑ i, ∑ j, if i = j then f i j else 0 := by simp
  have h4 : ∑ i, ∑ j, f i j = (∑ i, ∑ j, if i < j then f i j else 0)
      + (∑ i, ∑ j, if j < i then f i j else 0) + ∑ i, ∑ j, if i = j then f i j else 0 := by
    simp only [← Finset.sum_add_distrib]
    refine sum_congr rfl fun i _ => sum_congr rfl fun j _ => ?_
    rcases lt_trichotomy i j with h | h | h
    · simp [h, lt_asymm h, h.ne]
    · simp [h]
    · simp [h, lt_asymm h, h.ne']
  linarith
```

Applied to ‖u_i − u_j‖², it yields the vector identity. In the proof, `hT` expands the squared norm of the sum and `hD` expands the squared differences.

```lean
/-- The squared differences of `N` vectors over all pairs, plus the square of their sum,
give `N` times the sum of their squares. -/
theorem sum_pairs_norm_sub_sq (u : Fin N → E) :
    ∑ q ∈ pairs N, ‖u q.1 - u q.2‖ ^ 2 + ‖∑ i, u i‖ ^ 2 = N * ∑ i, ‖u i‖ ^ 2 := by
  have h := two_mul_sum_pairs (fun i j => ‖u i - u j‖ ^ 2) fun i j => by
    rw [norm_sub_rev]
  have hT : ‖∑ i, u i‖ ^ 2 = ∑ i, ∑ j, (inner ℂ (u i) (u j)).re := by
    have h0 : (inner ℂ (∑ i, u i) (∑ i, u i)).re = ‖∑ i, u i‖ ^ 2 :=
      inner_self_eq_norm_sq (𝕜 := ℂ) _
    rw [← h0, sum_inner, Complex.re_sum]
    refine sum_congr rfl fun i _ => ?_
    rw [inner_sum, Complex.re_sum]
  have hD : ∑ i, ∑ j, ‖u i - u j‖ ^ 2
      = 2 * (N * ∑ i, ‖u i‖ ^ 2) - 2 * ∑ i, ∑ j, (inner ℂ (u i) (u j)).re := by
    have h0 : ∀ i j, ‖u i - u j‖ ^ 2
        = ‖u i‖ ^ 2 - 2 * (inner ℂ (u i) (u j)).re + ‖u j‖ ^ 2 :=
      fun i j => norm_sub_sq (𝕜 := ℂ) _ _
    simp only [h0, sum_add_distrib, sum_sub_distrib, ← mul_sum, sum_const, card_univ,
      Fintype.card_fin, nsmul_eq_mul]
    ring
  simp only [sub_self, norm_zero, ne_eq, OfNat.ofNat_ne_zero, not_false_eq_true, zero_pow,
    sum_const_zero, add_zero] at h
  linarith
```

The next lemma moves one factor of each P_α across the inner product.

```lean
/-- The form of `c P²`, for a vector operator `P` with symmetric components, is `c` times
the sum of the squared norms of `P_α ψ`. -/
theorem expect_smul_vecSq {P : Fin d → E →ₗ[ℂ] E} (hP : ∀ α, (P α).IsSymmetric)
    (c : ℝ) (ψ : E) : expect ((c : ℂ) • vecSq P) ψ = c * ∑ α, ‖P α ψ‖ ^ 2 := by
  have h : ∀ α, (inner ℂ ψ ((P α ^ 2) ψ)).re = ‖P α ψ‖ ^ 2 := fun α => by
    rw [pow_two, Module.End.mul_apply, ← hP α ψ (P α ψ)]
    exact inner_self_eq_norm_sq (𝕜 := ℂ) _
  simp only [expect, vecSq, LinearMap.smul_apply, LinearMap.sum_apply, inner_smul_right,
    inner_sum, Complex.re_ofReal_mul, Complex.re_sum, h]
```

Applied to `p i - p j`, it gives the form of h_ij. The hypothesis `hp` says that every momentum component is symmetric.

```lean
variable {p : Fin N → Fin d → E →ₗ[ℂ] E} (hp : ∀ i α, (p i α).IsSymmetric)
  {V : Fin N → Fin N → E →ₗ[ℂ] E} {m e : ℝ}

include hp

/-- The form of the two-body Hamiltonian, for symmetric momenta, is its relative kinetic
energy plus the form of the interaction. -/
theorem expect_pairHamiltonian (i j : Fin N) (ψ : E) : expect (pairHamiltonian m p V i j) ψ
    = 1 / (2 * N * m) * ∑ α, ‖p i α ψ - p j α ψ‖ ^ 2 + expect (V i j) ψ := by
  have h := expect_smul_vecSq (P := p i - p j) (fun α => (hp i α).sub (hp j α))
    (1 / (2 * N * m)) ψ
  simp only [Pi.sub_apply, LinearMap.sub_apply] at h
  rw [← h]
  simp only [expect, pairHamiltonian, LinearMap.add_apply, inner_add_right, Complex.add_re]
```

## The energy gap, the bound and equality

The gap formula is stated for symmetric momenta and m ≠ 0, with no condition on the sign of m. Here `hH` expands ⟨H⟩, `hc` counts the pairs, and `hL` is the vector identity summed over directions; `linear_combination` assembles them. The case N = 0, where both sides vanish, is treated separately.

```lean
/-- For symmetric momenta and `m ≠ 0`, the energy above `N(N-1)e/2` is the sum of the pair
energies above `e` plus the kinetic energy of the centre of mass. -/
theorem energy_gap (hm : m ≠ 0) (ψ : E) :
    expect (hamiltonian m p V) ψ - N * (N - 1) / 2 * e * ‖ψ‖ ^ 2
      = ∑ q ∈ pairs N, (expect (pairHamiltonian m p V q.1 q.2) ψ - e * ‖ψ‖ ^ 2)
        + 1 / (2 * N * m) * ∑ α, ‖∑ i, p i α ψ‖ ^ 2 := by
  rcases Nat.eq_zero_or_pos N with h0 | h0
  · subst h0
    simp [expect, hamiltonian, pairs]
  have hN : (N : ℝ) ≠ 0 := by positivity
  have hH : expect (hamiltonian m p V) ψ = ∑ i, 1 / (2 * m) * ∑ α, ‖p i α ψ‖ ^ 2
      + ∑ q ∈ pairs N, expect (V q.1 q.2) ψ := by
    simp only [← fun i => expect_smul_vecSq (hp i) (1 / (2 * m)) ψ]
    simp only [expect, hamiltonian, LinearMap.add_apply, LinearMap.sum_apply,
      inner_add_right, inner_sum, Complex.add_re, Complex.re_sum]
  -- the number of pairs
  have hc := two_mul_sum_pairs (fun _ _ : Fin N => (1 : ℝ)) fun _ _ => rfl
  simp only [sum_const, card_univ, Fintype.card_fin, nsmul_eq_mul, mul_one] at hc
  -- the vector identity in each Cartesian direction
  have hL := sum_congr rfl fun (α : Fin d) (_ : α ∈ univ) =>
    sum_pairs_norm_sub_sq fun i => p i α ψ
  rw [sum_add_distrib, ← mul_sum,
    Finset.sum_comm (s := univ) (t := pairs N)
      (f := fun α q => ‖p q.1 α ψ - p q.2 α ψ‖ ^ 2),
    Finset.sum_comm (s := univ) (t := univ) (f := fun α i => ‖p i α ψ‖ ^ 2)] at hL
  have hk : 1 / (2 * m) = 1 / (2 * N * m) * N := by field_simp
  rw [hH, hk]
  simp only [expect_pairHamiltonian hp, sum_sub_distrib, sum_add_distrib, ← mul_sum,
    sum_const, nsmul_eq_mul]
  linear_combination -(1 / (2 * N * m)) * hL + e * ‖ψ‖ ^ 2 / 2 * hc
```

With m > 0, `h1` and `h2` state that the two parts of the gap are nonnegative.

```lean
/-- Hall-Post bound: for symmetric momenta and `m > 0`, if every two-body Hamiltonian is at
least `e`, then the `N`-body Hamiltonian is at least `N(N-1)e/2`. -/
theorem hall_post (hm : 0 < m)
    (h : ∀ i j, i < j → BoundedBelowBy (pairHamiltonian m p V i j) e) :
    BoundedBelowBy (hamiltonian m p V) (N * (N - 1) / 2 * e) := by
  intro ψ
  have hg := energy_gap hp (V := V) (e := e) hm.ne' ψ
  have h1 : 0 ≤ ∑ q ∈ pairs N, (expect (pairHamiltonian m p V q.1 q.2) ψ - e * ‖ψ‖ ^ 2) :=
    sum_nonneg fun q hq => sub_nonneg.2 (h _ _ (by simpa [pairs] using hq) ψ)
  have h2 : 0 ≤ 1 / (2 * N * m) * ∑ α, ‖∑ i, p i α ψ‖ ^ 2 := by positivity
  linarith
```

For N = 1 there are no pairs, and the bound says that the kinetic energy is nonnegative.

Equality follows from the same formula, because a sum of nonnegative terms is zero only if each term is.

```lean
/-- Under the hypotheses of the Hall-Post bound, `ψ` attains it exactly when it attains the
bound of every pair and is annihilated by the total momentum. -/
theorem hall_post_eq_iff (hm : 0 < m)
    (h : ∀ i j, i < j → BoundedBelowBy (pairHamiltonian m p V i j) e) (ψ : E) :
    expect (hamiltonian m p V) ψ = N * (N - 1) / 2 * e * ‖ψ‖ ^ 2 ↔
      (∀ i j, i < j → expect (pairHamiltonian m p V i j) ψ = e * ‖ψ‖ ^ 2) ∧
        ∀ α, ∑ i, p i α ψ = 0 := by
  rcases Nat.eq_zero_or_pos N with hN | hN
  · subst hN
    simp [expect, hamiltonian, pairs]
  have h0 : ∀ q ∈ pairs N, 0 ≤ expect (pairHamiltonian m p V q.1 q.2) ψ - e * ‖ψ‖ ^ 2 :=
    fun q hq => sub_nonneg.2 (h _ _ (by simpa [pairs] using hq) ψ)
  have h2 : 0 ≤ 1 / (2 * N * m) * ∑ α, ‖∑ i, p i α ψ‖ ^ 2 := by positivity
  have hk : 1 / (2 * (N : ℝ) * m) ≠ 0 := by positivity
  have h3 := sum_eq_zero_iff_of_nonneg (s := univ)
    (f := fun α => ‖∑ i, p i α ψ‖ ^ 2) fun α _ => sq_nonneg _
  -- a sum of nonnegative terms vanishes only if each term does
  rw [← sub_eq_zero, energy_gap hp hm.ne' ψ, add_eq_zero_iff_of_nonneg (sum_nonneg h0) h2,
    sum_eq_zero_iff_of_nonneg h0, mul_eq_zero, or_iff_right hk, h3]
  simp [pairs, sub_eq_zero]
```

For ordinary momenta in unbounded space, no nonzero normalisable state has exactly zero total momentum, so no normalised state attains the bound there. The bottom of the spectrum can still equal it, as it does for bosons with the same harmonic attraction between all pairs when e is the lowest pair energy.

## Pauli matrices as momenta

A finite example satisfies the hypotheses with momenta that do not commute: N = 3, d = 1, m = 1, V_ij = 1 and e = 1. It is a mathematical check and not a physical system, since the momenta of different particles in a real system commute.

```lean
omit hp

/-- The three Pauli matrices as operators on the two-level space. -/
def pauli (i : Fin 3) : EuclideanSpace ℂ (Fin 2) →ₗ[ℂ] EuclideanSpace ℂ (Fin 2) where
  toFun v := WithLp.toLp 2 ((![!![0, 1; 1, 0], !![0, -Complex.I; Complex.I, 0],
    !![1, 0; 0, -1]] : Fin 3 → Matrix (Fin 2) (Fin 2) ℂ) i *ᵥ v.ofLp)
  map_add' u v := by simp only [WithLp.ofLp_add, Matrix.mulVec_add, WithLp.toLp_add]
  map_smul' c v := by
    simp only [WithLp.ofLp_smul, Matrix.mulVec_smul, WithLp.toLp_smul, RingHom.id_apply]
```

The relative kinetic energy is nonnegative and the interaction contributes ‖ψ‖², so each pair form is at least ‖ψ‖².

```lean
/-- The Pauli matrices as three one-dimensional momenta, with `V_ij = 1` and `m = 1`, meet
the hypotheses of the Hall-Post bound with `e = 1`. -/
theorem hall_post_witness : (∀ i, (pauli i).IsSymmetric) ∧ ∀ i j,
    BoundedBelowBy (pairHamiltonian 1 (fun i (_ : Fin 1) => pauli i) (fun _ _ => 1) i j) 1 := by
  have hsym : ∀ i, (pauli i).IsSymmetric := fun i u v => by
    fin_cases i <;> simp [pauli, PiLp.inner_apply, dotProduct, Fin.sum_univ_two] <;> ring
  refine ⟨hsym, fun i j ψ => ?_⟩
  have h1 : expect (1 : EuclideanSpace ℂ (Fin 2) →ₗ[ℂ] _) ψ = ‖ψ‖ ^ 2 :=
    inner_self_eq_norm_sq (𝕜 := ℂ) ψ
  rw [expect_pairHamiltonian fun i _ => hsym i, h1, one_mul]
  exact le_add_of_nonneg_left (by positivity)

end

end HallPost
```

```lean
#print axioms HallPost.hall_post
#print axioms HallPost.hall_post_eq_iff
```

```
'HallPost.hall_post' depends on axioms: [propext, Classical.choice, Quot.sound]
'HallPost.hall_post_eq_iff' depends on axioms: [propext, Classical.choice, Quot.sound]
```
